# The magnetization-corrected Nernst response of finitely many levels off the chemical potential vanishes as $T\to0^+$

Take finitely many levels with energies $E_i$, none equal to the chemical potential $\mu$, and with real Berry curvatures $\Omega_i$. Let $f_i$ be the Fermi occupation of level $i$ at temperature $T$, with $k_B=1$, and set

$$A(T)=\sum_i\Omega_i\,\frac{(E_i-\mu)f_i}{T},\qquad M(T)=\sum_i\Omega_i\log\!\left(1+e^{(\mu-E_i)/T}\right).$$

As $T\to0^+$,

$$A(T)+M(T)\to0,\qquad T\,A(T)\to S:=\sum_{E_i<\mu}\Omega_i(E_i-\mu).$$

If $S\neq0$, then $A$ alone diverges, and adding $M$ removes the divergence.

The physical problem is the transverse current that a temperature gradient drives in a crystal with Berry curvature. In an electric field, the anomalous velocity of the occupied states carries the heat $E_i-\mu$ per particle. Turning this heat current into a Nernst conductivity by an Onsager relation gives $A$, up to prefactors. Magnetization currents supply the second term, $M$. The same two terms appear when an intrinsic anomalous Nernst conductivity is computed from a band structure; here they are treated for non-interacting levels, finite in number, at fixed $\mu$.

```lean
import Mathlib

open Filter Topology

namespace NernstMagnetization

noncomputable section
```

## The two contributions

The occupation depends on energy and temperature only through the reduced energy $x=(E-\mu)/T$:

$$f(x)=\frac{1}{e^x+1}.$$

```lean
/-- The Fermi factor as a function of the reduced energy `x = (E - μ) / T`. -/
def fermi (x : ℝ) : ℝ := 1 / (Real.exp x + 1)
```

The levels are labelled by a finite type `ι`. One label can stand for a band index together with a sampled crystal momentum. The curvatures and energies are arbitrary functions `Ω` and `E` from `ι` to the reals, so the curvatures may have either sign. Common prefactors, such as charge, $\hbar$ and the weight of a momentum point, are dropped. The uncorrected response $A(T)$ is called `drift` in Lean, which is not a textbook name for it.

```lean
/-- The uncorrected Nernst response `A(T) = ∑ Ω_i (E_i - μ) f_i / T` of finitely many levels
with curvatures `Ω_i`, for temperatures `T ≠ 0` in units with `k_B = 1`. -/
def drift {ι : Type*} [Fintype ι] (Ω E : ι → ℝ) (μ T : ℝ) : ℝ :=
  ∑ i, Ω i * ((E i - μ) * fermi ((E i - μ) / T) / T)
```

The letter $M$ stands for the contribution of the magnetization to the response, and not for the magnetization itself.

```lean
/-- The magnetization correction `M(T) = ∑ Ω_i log (1 + exp ((μ - E_i) / T))`,
for temperatures `T ≠ 0`. -/
def magnetization {ι : Type*} [Fintype ι] (Ω E : ι → ℝ) (μ T : ℝ) : ℝ :=
  ∑ i, Ω i * Real.log (1 + Real.exp ((μ - E i) / T))
```

## One even weight per level

Write $x_i=(E_i-\mu)/T$. The two contributions of level $i$ combine into

$$\Omega_i\left[x_if(x_i)+\log(1+e^{-x_i})\right]=\Omega_i\,c(x_i),\qquad c(x)=x f(x)+\log(1+e^{-x}).$$

The function $c$ is called `kernel`, in the sense of a weight function.

```lean
/-- The weight with which a level at reduced energy `x` enters the corrected response. -/
def kernel (x : ℝ) : ℝ := x * fermi x + Real.log (1 + Real.exp (-x))
```

Summing over the levels gives $A+M=\sum_i\Omega_i\,c(x_i)$. The proof merges the two sums and compares them term by term, after rewriting $(\mu-E_i)/T$ as $-x_i$.

```lean
/-- The corrected response is the sum of the curvatures weighted by the kernel. -/
theorem total_eq {ι : Type*} [Fintype ι] (Ω E : ι → ℝ) (μ T : ℝ) :
    drift Ω E μ T + magnetization Ω E μ T = ∑ i, Ω i * kernel ((E i - μ) / T) := by
  unfold drift magnetization kernel
  rw [← Finset.sum_add_distrib]
  refine Finset.sum_congr rfl fun i _ => ?_
  have h : (μ - E i) / T = -((E i - μ) / T) := by ring
  rw [h]
  ring
```

For a level well below $\mu$, both parts of $c$ are large and of opposite sign. Particle-hole symmetry shows that they cancel. Two identities are needed:

$$\log(1+e^{x})=x+\log(1+e^{-x}),\qquad f(-x)=1-f(x).$$

The first follows from $1+e^x=e^x(1+e^{-x})$. The second follows from $f(-x)=e^x/(e^x+1)$. Then

$$c(-x)=-x\,(1-f(x))+x+\log(1+e^{-x})=x f(x)+\log(1+e^{-x})=c(x).$$

In the proof these identities are `hlog` and `hf`. The second is checked by clearing denominators and using $e^{-x}e^x=1$.

```lean
/-- Particle-hole symmetry: levels equally far above and below the chemical potential
have the same weight in the corrected response. -/
theorem kernel_neg (x : ℝ) : kernel (-x) = kernel x := by
  have hlog : Real.log (1 + Real.exp x) = x + Real.log (1 + Real.exp (-x)) := by
    have e : 1 + Real.exp x = Real.exp x * (1 + Real.exp (-x)) := by
      rw [mul_add, ← Real.exp_add]
      simp [add_comm]
    rw [e, Real.log_mul (Real.exp_pos x).ne' (by positivity), Real.log_exp]
  -- the Fermi factor at `-x` is one minus the Fermi factor at `x`
  have hf : fermi (-x) = 1 - fermi x := by
    have h1 : Real.exp (-x) * Real.exp x = 1 := by
      rw [← Real.exp_add]
      simp
    have ha : Real.exp (-x) + 1 ≠ 0 := by positivity
    have hb : Real.exp x + 1 ≠ 0 := by positivity
    unfold fermi
    rw [eq_sub_iff_add_eq, div_add_div _ _ ha hb, div_eq_one_iff_eq (mul_ne_zero ha hb)]
    linear_combination -h1
  unfold kernel
  rw [neg_neg, hlog, hf]
  ring
```

## An activated bound

For $y\ge0$, the inequality $e^y+1\ge e^y$ gives $0\le f(y)\le e^{-y}$, and $0\le\log(1+u)\le u$ holds for $u=e^{-y}$. Hence

$$0\le c(y)\le y\,e^{-y}+e^{-y}=(1+y)e^{-y}.$$

Since $c$ is even, every real $x$ satisfies $0\le c(x)\le(1+|x|)e^{-|x|}$. The proof establishes the case $y\ge0$ as `key` and carries it over to negative $x$ with `kernel_neg`.

```lean
/-- The weight of a level is nonnegative and at most `(1 + |x|) exp (-|x|)`, where `x` is its
reduced energy. -/
theorem kernel_bounds (x : ℝ) :
    0 ≤ kernel x ∧ kernel x ≤ (1 + |x|) * Real.exp (-|x|) := by
  have key : ∀ y : ℝ, 0 ≤ y → 0 ≤ kernel y ∧ kernel y ≤ (1 + y) * Real.exp (-y) := by
    intro y hy
    have h0 : 0 ≤ fermi y := by unfold fermi; positivity
    have h1 : fermi y ≤ Real.exp (-y) := by
      unfold fermi
      rw [Real.exp_neg, ← one_div]
      exact one_div_le_one_div_of_le (Real.exp_pos y) (by linarith)
    have h2 : Real.log (1 + Real.exp (-y)) ≤ Real.exp (-y) := by
      have := Real.log_le_sub_one_of_pos (show 0 < 1 + Real.exp (-y) by positivity)
      linarith
    have h3 : 0 ≤ Real.log (1 + Real.exp (-y)) :=
      Real.log_nonneg (by linarith [Real.exp_pos (-y)])
    unfold kernel
    exact ⟨add_nonneg (mul_nonneg hy h0) h3,
      by nlinarith [mul_le_mul_of_nonneg_left h1 hy]⟩
  -- negative energies follow by particle-hole symmetry
  rcases le_total 0 x with hx | hx
  · rw [abs_of_nonneg hx]
    exact key x hx
  · rw [abs_of_nonpos hx, ← kernel_neg x]
    exact key (-x) (by linarith)
```

The envelope $(1+y)e^{-y}$ has derivative $-y\,e^{-y}\le0$ for $y\ge0$, so it does not increase. The same fact can be had without a derivative. For $0\le d\le y$, the inequality $e^{y-d}\ge1+y-d$ gives

$$(1+d)e^{y-d}\ge(1+d)(1+y-d)=1+y+d(y-d)\ge1+y,$$

and multiplying by $e^{-y}$ yields $(1+d)e^{-d}\ge(1+y)e^{-y}$. Lean takes this second route.

```lean
/-- The envelope `(1 + y) exp (-y)` does not increase with the distance `y ≥ 0` from the
chemical potential. -/
theorem envelope_antitone {d y : ℝ} (hd : 0 ≤ d) (h : d ≤ y) :
    (1 + y) * Real.exp (-y) ≤ (1 + d) * Real.exp (-d) := by
  have e : Real.exp (-d) = Real.exp (y - d) * Real.exp (-y) := by
    rw [← Real.exp_add]
    congr 1
    ring
  rw [e, ← mul_assoc]
  refine mul_le_mul_of_nonneg_right ?_ (Real.exp_pos _).le
  nlinarith [mul_le_mul_of_nonneg_left (Real.add_one_le_exp (y - d))
    (by linarith : (0 : ℝ) ≤ 1 + d), mul_nonneg hd (sub_nonneg.2 h)]
```

Now suppose that every level lies at least $\Delta\ge0$ from $\mu$. Then $|x_i|\ge\Delta/T$ for $T>0$, and the triangle inequality gives

$$|A+M|\le\sum_i|\Omega_i|\,c(x_i)\le\left(1+\frac{\Delta}{T}\right)e^{-\Delta/T}\sum_i|\Omega_i|.$$

Here $\Delta$ is a distance from the chemical potential. If $\mu$ sits midway between the highest level below it and the lowest level above it, the largest admissible $\Delta$ is half of their separation. In the statement, `hgap` expresses the condition on the levels.

```lean
/-- Activated behaviour: if every level is at least `Δ ≥ 0` away from the chemical potential,
the corrected response at `T > 0` is at most `(1 + Δ/T) exp (-Δ/T) ∑ |Ω_i|` in size. -/
theorem total_le_of_gap {ι : Type*} [Fintype ι] (Ω E : ι → ℝ) {μ T Δ : ℝ} (hT : 0 < T)
    (hΔ : 0 ≤ Δ) (hgap : ∀ i, Δ ≤ |E i - μ|) :
    |drift Ω E μ T + magnetization Ω E μ T|
      ≤ (1 + Δ / T) * Real.exp (-(Δ / T)) * ∑ i, |Ω i| := by
  rw [total_eq, Finset.mul_sum]
  refine (Finset.abs_sum_le_sum_abs _ _).trans (Finset.sum_le_sum fun i _ => ?_)
  obtain ⟨h0, h1⟩ := kernel_bounds ((E i - μ) / T)
  rw [abs_mul, abs_of_nonneg h0, mul_comm |Ω i|]
  refine mul_le_mul_of_nonneg_right (h1.trans ?_) (abs_nonneg _)
  rw [abs_div, abs_of_pos hT]
  have hi := hgap i
  exact envelope_antitone (div_nonneg hΔ hT.le) (by gcongr)
```

## The uncorrected response at low temperature

For $T>0$, multiplying $A$ by $T$ leaves

$$T\,A(T)=\sum_i\Omega_i(E_i-\mu)f(x_i).$$

As $T\to0^+$, a level below $\mu$ has $x_i\to-\infty$ and $f(x_i)\to1$, while a level above $\mu$ has $x_i\to+\infty$ and $f(x_i)\to0$. A level exactly at $\mu$ contributes nothing, because its prefactor $E_i-\mu$ is zero. The limit is therefore $S$, with no condition on the positions of the levels.

In Lean, `𝓝[>] 0` means that $T$ approaches zero through positive values, and `∑ i with E i < μ` is the sum over the levels below $\mu$. The limits of the Fermi factor are `hbot` and `htop`. The three positions of a level relative to $\mu$ are the three cases in `hterm`, and the closing lines cancel the factor $T$.

```lean
/-- As `T → 0+`, the uncorrected response times `T` tends to the sum of `Ω_i (E_i - μ)` over
the levels below the chemical potential. -/
theorem drift_tendsto {ι : Type*} [Fintype ι] (Ω E : ι → ℝ) (μ : ℝ) :
    Tendsto (fun T => T * drift Ω E μ T) (𝓝[>] 0)
      (𝓝 (∑ i with E i < μ, Ω i * (E i - μ))) := by
  -- the Fermi factor becomes a step
  have hbot : Tendsto (fun x => fermi x) atBot (𝓝 1) := by
    have h := (Real.tendsto_exp_atBot.add_const 1).inv₀ (by norm_num : (0 : ℝ) + 1 ≠ 0)
    rw [zero_add, inv_one] at h
    exact h.congr fun x => by simp [fermi]
  have htop : Tendsto (fun x => fermi x) atTop (𝓝 0) := by
    have h := (tendsto_atTop_add_const_right atTop (1 : ℝ)
      Real.tendsto_exp_atTop).inv_tendsto_atTop
    exact h.congr fun x => by simp [fermi]
  have hinv : Tendsto (fun T : ℝ => T⁻¹) (𝓝[>] 0) atTop := tendsto_inv_nhdsGT_zero
  have hterm : ∀ i, Tendsto (fun T => Ω i * ((E i - μ) * fermi ((E i - μ) / T))) (𝓝[>] 0)
      (𝓝 (if E i < μ then Ω i * (E i - μ) else 0)) := by
    intro i
    rcases lt_trichotomy (E i) μ with h | h | h
    · have hx := hinv.const_mul_atTop_of_neg (sub_neg.2 h)
      have h2 := ((hbot.comp hx).const_mul (E i - μ)).const_mul (Ω i)
      rw [mul_one] at h2
      rw [if_pos h]
      exact h2.congr fun T => by simp only [Function.comp_apply, div_eq_mul_inv]
    · simp [h]
    · have hx := hinv.const_mul_atTop (sub_pos.2 h)
      have h2 := ((htop.comp hx).const_mul (E i - μ)).const_mul (Ω i)
      rw [mul_zero, mul_zero] at h2
      rw [if_neg (not_lt_of_ge h.le)]
      exact h2.congr fun T => by simp only [Function.comp_apply, div_eq_mul_inv]
  rw [Finset.sum_filter]
  refine (tendsto_finsetSum Finset.univ fun i _ => hterm i).congr' ?_
  filter_upwards [self_mem_nhdsWithin] with T hT
  have hT0 : T ≠ 0 := (Set.mem_Ioi.1 hT).ne'
  rw [drift, Finset.mul_sum]
  refine Finset.sum_congr rfl fun i _ => ?_
  have hc : ∀ a : ℝ, T * (Ω i * (a / T)) = Ω i * a := fun a => by field_simp
  exact (hc _).symm
```

## The corrected response at low temperature

If $E_i\ne\mu$, then $|x_i|=|E_i-\mu|/T\to\infty$ as $T\to0^+$. The bounds on $c$ squeeze each weight to zero:

$$0\le c(x_i)\le(1+|x_i|)e^{-|x_i|}\to0.$$

A finite sum of terms $\Omega_i\,c(x_i)$ that tend to zero tends to zero, so $A+M\to0$.

The theorem `nernst_low_temperature` joins this limit to that of $T\,A$. Its only hypothesis, `h`, places every level off the chemical potential. A level at $\mu$ would contribute $\Omega_i\,c(0)=\Omega_i\log2$ at every temperature, so the first limit requires the curvatures of any levels at $\mu$ to add up to zero.

The proof works level by level and needs no common distance $\Delta$. The limit of the envelope is `henv`, the growth of $|x_i|$ is `hx`, and `squeeze_zero` combines them with `kernel_bounds`.

For the continuous bands of an infinite crystal, the sum over a fixed finite set of levels is replaced by an integral over the Brillouin zone. In a metal, refining the momentum mesh brings sampled levels ever closer to $\mu$. The activated bound then weakens, and the theorem gives no licence to exchange the zero-temperature limit with the limit of a dense mesh.

```lean
/-- For finitely many levels away from the chemical potential, the corrected response `A + M`
vanishes as `T → 0+`, while `T A` tends to the sum of `Ω_i (E_i - μ)` over the levels
below `μ`. -/
theorem nernst_low_temperature {ι : Type*} [Fintype ι] (Ω E : ι → ℝ) (μ : ℝ)
    (h : ∀ i, E i ≠ μ) :
    Tendsto (fun T => drift Ω E μ T + magnetization Ω E μ T) (𝓝[>] 0) (𝓝 0) ∧
    Tendsto (fun T => T * drift Ω E μ T) (𝓝[>] 0)
      (𝓝 (∑ i with E i < μ, Ω i * (E i - μ))) := by
  refine ⟨?_, drift_tendsto Ω E μ⟩
  have henv : Tendsto (fun y : ℝ => (1 + y) * Real.exp (-y)) atTop (𝓝 0) := by
    have h2 := (Real.tendsto_pow_mul_exp_neg_atTop_nhds_zero 0).add
      (Real.tendsto_pow_mul_exp_neg_atTop_nhds_zero 1)
    rw [add_zero] at h2
    exact h2.congr fun y => by ring
  have hterm : ∀ i, Tendsto (fun T => Ω i * kernel ((E i - μ) / T)) (𝓝[>] 0) (𝓝 0) := by
    intro i
    -- the reduced distance from the chemical potential grows without bound
    have hx : Tendsto (fun T : ℝ => |(E i - μ) / T|) (𝓝[>] 0) atTop := by
      have hinv : Tendsto (fun T : ℝ => T⁻¹) (𝓝[>] 0) atTop := tendsto_inv_nhdsGT_zero
      refine (hinv.const_mul_atTop (abs_pos.2 (sub_ne_zero.2 (h i)))).congr' ?_
      filter_upwards [self_mem_nhdsWithin] with T hT
      rw [abs_div, abs_of_pos (Set.mem_Ioi.1 hT), div_eq_mul_inv]
    have hk := squeeze_zero (fun T => (kernel_bounds ((E i - μ) / T)).1)
      (fun T => (kernel_bounds ((E i - μ) / T)).2) (henv.comp hx)
    have h3 := hk.const_mul (Ω i)
    rw [mul_zero] at h3
    exact h3
  have hsum := tendsto_finsetSum Finset.univ fun i _ => hterm i
  rw [Finset.sum_const_zero] at hsum
  exact hsum.congr fun T => (total_eq Ω E μ T).symm
```

## Divergence without the magnetization term

For $T>0$,

$$|A(T)|=|T\,A(T)|\cdot\frac1T.$$

If $S\ne0$, the first factor tends to $|S|>0$ and the second grows without bound, so $|A(T)|\to\infty$. The condition $S\neq0$ is the hypothesis `hS`. It says that the occupied levels carry a net curvature-weighted energy relative to $\mu$; it fails when no level lies below $\mu$, or when contributions of opposite sign cancel. Levels at $\mu$ are allowed in this theorem.

The proof multiplies the limit from `drift_tendsto`, in absolute value, by $1/T$, and then identifies the product with $|A(T)|$ for positive $T$.

```lean
/-- If the sum of `Ω_i (E_i - μ)` over the levels below `μ` is nonzero, the uncorrected
response diverges in magnitude as `T → 0+`. -/
theorem drift_diverges {ι : Type*} [Fintype ι] (Ω E : ι → ℝ) (μ : ℝ)
    (hS : ∑ i with E i < μ, Ω i * (E i - μ) ≠ 0) :
    Tendsto (fun T => |drift Ω E μ T|) (𝓝[>] 0) atTop := by
  have hinv : Tendsto (fun T : ℝ => T⁻¹) (𝓝[>] 0) atTop := tendsto_inv_nhdsGT_zero
  refine (Filter.Tendsto.pos_mul_atTop (abs_pos.2 hS)
    (drift_tendsto Ω E μ).abs hinv).congr' ?_
  filter_upwards [self_mem_nhdsWithin] with T hT
  have hT' : 0 < T := hT
  rw [abs_mul, abs_of_pos hT', mul_comm T, mul_assoc, mul_inv_cancel₀ hT'.ne', mul_one]

end

end NernstMagnetization
```

```lean
#print axioms NernstMagnetization.total_le_of_gap
#print axioms NernstMagnetization.nernst_low_temperature
#print axioms NernstMagnetization.drift_diverges
```

```
'NernstMagnetization.total_le_of_gap' depends on axioms: [propext, Classical.choice, Quot.sound]
'NernstMagnetization.nernst_low_temperature' depends on axioms: [propext, Classical.choice, Quot.sound]
'NernstMagnetization.drift_diverges' depends on axioms: [propext, Classical.choice, Quot.sound]
```
